# Quasienergy Lagrangian for Hermitian, invertible E − ωS: a unique stationary point with an exactly quadratic error

## Amplitudes, matrices and inner product

Let x and v be complex vectors over a finite index set, with the inner product

⟨a,b⟩ = Σᵢ aᵢ* bᵢ.

Let E and S be Hermitian matrices and ω a real frequency. Define

M = E − ωS,
L(x) = ⟨x,Mx⟩ + ⟨x,v⟩ + ⟨v,x⟩,
g(x) = Mx + v.

In linear-response time-dependent density functional theory with an adiabatic (frequency-independent) exchange-correlation kernel, x collects excitation and de-excitation amplitudes, E is the electronic Hessian, S the metric and v the perturbation. The equation g(x) = 0 is the response equation. Invertibility of M means that ω is not a resonance of this undamped, finite-dimensional model.

A point x is stationary if the derivative of L(x + td) with respect to real t vanishes at t = 0 for every complex direction d.

## The variational statement

If M is invertible, L has exactly one stationary point, x₀ = −M⁻¹v. Moreover,

L(x₀) = −⟨v,M⁻¹v⟩,
L(x₀+d) − L(x₀) = ⟨d,Md⟩ for every d.

In a finite-basis response calculation with given E and S, an error d in the amplitudes therefore enters the value of L only at second order.

## Expansion about an arbitrary point

Since ω is real, M† = E† − ωS† = M. Hence ⟨x,Md⟩ = ⟨Mx,d⟩, and ⟨x,Mx⟩ is real. The two source terms are complex conjugates, so L is real. Expanding and writing g for g(x),

L(x+d) = L(x) + ⟨d,Mx⟩ + ⟨Mx,d⟩ + ⟨d,v⟩ + ⟨v,d⟩ + ⟨d,Md⟩
= L(x) + ⟨d,g⟩ + ⟨g,d⟩ + ⟨d,Md⟩.

Replacing d by td gives a linear term in t and a term in t². The derivative at t = 0 is ⟨d,g⟩ + ⟨g,d⟩. If x is stationary, the choice d = g gives 2⟨g,g⟩ = 0, so g = 0. Conversely, g = 0 makes every directional derivative vanish.

Invertibility turns Mx + v = 0 into x = −M⁻¹v. Because L(x) = ⟨x,g⟩ + ⟨v,x⟩, the value at x₀ is ⟨v,x₀⟩ = −⟨v,M⁻¹v⟩. The expansion at x₀ has no linear term, which leaves ⟨d,Md⟩.

## One amplitude

For a single amplitude, M is a nonzero real number m, and completing the square gives

L(x) = m|x + v/m|² − |v|²/m.

The stationary point is a minimum for m > 0 and a maximum for m < 0.

## Minima, saddles and resonances

In general, x₀ is a global minimum exactly when ⟨d,Md⟩ ≥ 0 for all d.

For E = diag(ε,ε), S = diag(1,−1) and ω > ε > 0, we have M = diag(ε−ω, ε+ω). For real t ≠ 0, moving from x₀ by t(1,0) lowers L by t²(ω−ε), and moving by t(0,1) raises it by t²(ε+ω), however small t is. The point is a saddle.

At a resonance Eu = ωSu with ⟨u,v⟩ ≠ 0, we have Mu = 0, so

⟨u,Mx+v⟩ = ⟨Mu,x⟩ + ⟨u,v⟩ = ⟨u,v⟩ ≠ 0.

No x solves the response equation, and L has no stationary point.

## The Lean file

`pencil` is M, `residual` is g, `response` is x₀, and `star x ⬝ᵥ y` is ⟨x,y⟩. The condition `IsUnit (pencil E S ω).det` expresses invertibility. `lagrangian` has complex values, so inequalities compare real parts; `lagrangian_im` shows that the imaginary part is zero.

E and S are given matrices, not derived from a density functional. The frequency is fixed, and the statements do not address a time-domain action or causality.

```lean
import Mathlib

open Matrix
open scoped ComplexOrder

namespace QuasienergyLagrangian

noncomputable section

variable {n : Type*} [Fintype n]

/-- The response matrix `M = E - ω S` at the real frequency `ω`. -/
def pencil (E S : Matrix n n ℂ) (ω : ℝ) : Matrix n n ℂ := E - (ω : ℂ) • S

/-- The quasienergy Lagrangian `L(x) = ⟨x, M x⟩ + ⟨x, v⟩ + ⟨v, x⟩` of the amplitudes `x`
in the perturbation `v`. -/
def lagrangian (E S : Matrix n n ℂ) (ω : ℝ) (v x : n → ℂ) : ℂ :=
  star x ⬝ᵥ (pencil E S ω *ᵥ x) + star x ⬝ᵥ v + star v ⬝ᵥ x

/-- The residual `M x + v` of the linear response equation. -/
def residual (E S : Matrix n n ℂ) (ω : ℝ) (v x : n → ℂ) : n → ℂ :=
  pencil E S ω *ᵥ x + v

/-- A functional is stationary at `x` if its derivative at `x` along every complex
direction `d`, taken with a real step, is zero. -/
def IsStationary (L : (n → ℂ) → ℂ) (x : n → ℂ) : Prop :=
  ∀ d : n → ℂ, HasDerivAt (fun t : ℝ => L (x + (t : ℂ) • d)) 0 0

omit [Fintype n] in
/-- For Hermitian `E` and `S` the response matrix at a real frequency is Hermitian. -/
theorem pencil_isHermitian {E S : Matrix n n ℂ} (hE : E.IsHermitian) (hS : S.IsHermitian)
    (ω : ℝ) : (pencil E S ω).IsHermitian := by
  change (E - (ω : ℂ) • S)ᴴ = E - (ω : ℂ) • S
  rw [conjTranspose_sub, conjTranspose_smul, hE.eq, hS.eq, Complex.star_def,
    Complex.conj_ofReal]

/-- A Hermitian matrix can be moved from one side of the inner product to the other. -/
theorem hermitian_move {M : Matrix n n ℂ} (hM : M.IsHermitian) (x d : n → ℂ) :
    star x ⬝ᵥ (M *ᵥ d) = star (M *ᵥ x) ⬝ᵥ d := by
  rw [Matrix.star_mulVec, hM.eq, Matrix.dotProduct_mulVec]

/-- For Hermitian `E` and `S` the quasienergy Lagrangian is real. -/
theorem lagrangian_im {E S : Matrix n n ℂ} (hE : E.IsHermitian) (hS : S.IsHermitian)
    (ω : ℝ) (v x : n → ℂ) : (lagrangian E S ω v x).im = 0 := by
  apply Complex.conj_eq_iff_im.mp
  change star (lagrangian E S ω v x) = lagrangian E S ω v x
  unfold lagrangian
  -- conjugation exchanges the two source terms and fixes the quadratic term
  rw [star_add, star_add, ← Matrix.star_dotProduct (pencil E S ω *ᵥ x) x,
    ← Matrix.star_dotProduct v x, ← Matrix.star_dotProduct x v,
    ← hermitian_move (pencil_isHermitian hE hS ω) x x]
  ring

/-- Exact expansion of the Lagrangian about any `x`, for Hermitian `E` and `S`: the linear
term contains the residual, the quadratic term is `⟨d, M d⟩`. -/
theorem lagrangian_add {E S : Matrix n n ℂ} (hE : E.IsHermitian) (hS : S.IsHermitian)
    (ω : ℝ) (v x d : n → ℂ) :
    lagrangian E S ω v (x + d) = lagrangian E S ω v x
      + (star d ⬝ᵥ residual E S ω v x + star (residual E S ω v x) ⬝ᵥ d)
      + star d ⬝ᵥ (pencil E S ω *ᵥ d) := by
  have h := hermitian_move (pencil_isHermitian hE hS ω) x d
  simp only [lagrangian, residual, star_add, Matrix.mulVec_add, add_dotProduct,
    dotProduct_add]
  linear_combination h

/-- For Hermitian `E` and `S`, the Lagrangian is stationary at `x` exactly when `x` solves
the linear response equation `M x + v = 0`. -/
theorem isStationary_iff {E S : Matrix n n ℂ} (hE : E.IsHermitian) (hS : S.IsHermitian)
    (ω : ℝ) (v x : n → ℂ) :
    IsStationary (lagrangian E S ω v) x ↔ residual E S ω v x = 0 := by
  -- the derivative along `d` is the linear term of the expansion
  have key : ∀ d : n → ℂ, HasDerivAt (fun t : ℝ => lagrangian E S ω v (x + (t : ℂ) • d))
      (star d ⬝ᵥ residual E S ω v x + star (residual E S ω v x) ⬝ᵥ d) 0 := by
    intro d
    have hf : (fun t : ℝ => lagrangian E S ω v (x + (t : ℂ) • d)) = fun t : ℝ =>
        lagrangian E S ω v x
          + ((t : ℂ) * (star d ⬝ᵥ residual E S ω v x + star (residual E S ω v x) ⬝ᵥ d)
          + (t : ℂ) * (t : ℂ) * (star d ⬝ᵥ (pencil E S ω *ᵥ d))) := by
      funext t
      rw [lagrangian_add hE hS]
      simp only [star_smul, Complex.star_def, Complex.conj_ofReal, smul_dotProduct,
        dotProduct_smul, Matrix.mulVec_smul, smul_eq_mul]
      ring
    have ht : HasDerivAt (fun t : ℝ => (t : ℂ)) 1 0 := by
      simpa using (hasDerivAt_id (0 : ℝ)).ofReal_comp
    rw [hf]
    refine (((ht.mul_const _).fun_add ((ht.fun_mul ht).mul_const _)).const_add
      _).congr_deriv ?_
    simp only [Complex.ofReal_zero]
    ring
  constructor
  · intro h
    -- vary along the residual itself
    have h0 := (key (residual E S ω v x)).unique (h _)
    exact dotProduct_star_self_eq_zero.mp (add_self_eq_zero.mp h0)
  · intro h d
    have hd := key d
    rw [h, star_zero, dotProduct_zero, zero_dotProduct, add_zero] at hd
    exact hd

/-- At a resonance, `E u = ω S u`, whose mode `u` overlaps with the perturbation, the
Lagrangian with Hermitian `E` and `S` has no stationary point. -/
theorem no_stationary_at_resonance {E S : Matrix n n ℂ} (hE : E.IsHermitian)
    (hS : S.IsHermitian) (ω : ℝ) (v u : n → ℂ) (hu : E *ᵥ u = (ω : ℂ) • (S *ᵥ u))
    (huv : star u ⬝ᵥ v ≠ 0) (x : n → ℂ) : ¬ IsStationary (lagrangian E S ω v) x := by
  intro h
  have hr : pencil E S ω *ᵥ x + v = 0 := (isStationary_iff hE hS ω v x).mp h
  have hMu : pencil E S ω *ᵥ u = 0 := by
    rw [pencil, Matrix.sub_mulVec, Matrix.smul_mulVec, hu, sub_self]
  -- project the response equation on the resonant mode
  have hp := congrArg (fun y => star u ⬝ᵥ y) hr
  simp only [dotProduct_add, dotProduct_zero] at hp
  rw [hermitian_move (pencil_isHermitian hE hS ω), hMu, star_zero, zero_dotProduct,
    zero_add] at hp
  exact huv hp

variable [DecidableEq n]

/-- The linear response amplitudes `x₀ = -M⁻¹ v`, for nonsingular `M = E - ω S`. -/
def response (E S : Matrix n n ℂ) (ω : ℝ) (v : n → ℂ) : n → ℂ :=
  -((pencil E S ω)⁻¹ *ᵥ v)

/-- Let `E` and `S` be Hermitian and `M = E - ω S` nonsingular. Then `x₀ = -M⁻¹ v` is the only
stationary point of `L`, `L(x₀) = -⟨v, M⁻¹ v⟩`, and `L(x₀ + d) - L(x₀) = ⟨d, M d⟩` for all `d`. -/
theorem quasienergy_variational_principle {E S : Matrix n n ℂ} (hE : E.IsHermitian)
    (hS : S.IsHermitian) (ω : ℝ) (hM : IsUnit (pencil E S ω).det) (v : n → ℂ) :
    (∀ x, IsStationary (lagrangian E S ω v) x ↔ x = response E S ω v) ∧
    lagrangian E S ω v (response E S ω v) = -(star v ⬝ᵥ ((pencil E S ω)⁻¹ *ᵥ v)) ∧
    ∀ d, lagrangian E S ω v (response E S ω v + d) - lagrangian E S ω v (response E S ω v)
      = star d ⬝ᵥ (pencil E S ω *ᵥ d) := by
  have h0 : residual E S ω v (response E S ω v) = 0 := by
    rw [residual, response, Matrix.mulVec_neg, Matrix.mulVec_mulVec,
      Matrix.mul_nonsing_inv _ hM, Matrix.one_mulVec, neg_add_cancel]
  refine ⟨fun x => ?_, ?_, fun d => ?_⟩
  · rw [isStationary_iff hE hS]
    constructor
    · intro h
      have h' : pencil E S ω *ᵥ x + v = 0 := h
      calc x = (pencil E S ω)⁻¹ *ᵥ (pencil E S ω *ᵥ x) := by
            rw [Matrix.mulVec_mulVec, Matrix.nonsing_inv_mul _ hM, Matrix.one_mulVec]
        _ = response E S ω v := by
            rw [eq_neg_of_add_eq_zero_left h', Matrix.mulVec_neg, response]
    · rintro rfl
      exact h0
  · -- the residual vanishes, so only `⟨v, x₀⟩` survives
    have hL : ∀ x, lagrangian E S ω v x
        = star x ⬝ᵥ residual E S ω v x + star v ⬝ᵥ x := by
      intro x
      simp only [lagrangian, residual, dotProduct_add]
    rw [hL, h0, dotProduct_zero, zero_add, response, dotProduct_neg]
  · rw [lagrangian_add hE hS, h0, star_zero, dotProduct_zero, zero_dotProduct]
    ring

/-- For Hermitian `E`, `S` and nonsingular `M`, the stationary point is a global minimum
exactly when `⟨d, M d⟩` is nonnegative for every `d`. -/
theorem response_minimizes_iff {E S : Matrix n n ℂ} (hE : E.IsHermitian)
    (hS : S.IsHermitian) (ω : ℝ) (hM : IsUnit (pencil E S ω).det) (v : n → ℂ) :
    (∀ x, (lagrangian E S ω v (response E S ω v)).re ≤ (lagrangian E S ω v x).re) ↔
      ∀ d, 0 ≤ (star d ⬝ᵥ (pencil E S ω *ᵥ d)).re := by
  have hq := (quasienergy_variational_principle hE hS ω hM v).2.2
  constructor
  · intro h d
    have h1 := h (response E S ω v + d)
    have h2 := congrArg Complex.re (hq d)
    rw [Complex.sub_re] at h2
    linarith
  · intro h x
    have h1 := h (x - response E S ω v)
    have h2 := congrArg Complex.re (hq (x - response E S ω v))
    rw [Complex.sub_re, add_sub_cancel] at h2
    linarith

/-- With `E = diag(ε, ε)`, `S = diag(1, -1)` and a frequency `ω > ε > 0`, the stationary point `x₀`
is neither a global minimum nor a global maximum of `L`. -/
theorem two_level_saddle (ε ω : ℝ) (hε : 0 < ε) (hω : ε < ω) (v : Fin 2 → ℂ) :
    let L := lagrangian !![(ε : ℂ), 0; 0, (ε : ℂ)] !![1, 0; 0, -1] ω v
    let x₀ := response !![(ε : ℂ), 0; 0, (ε : ℂ)] !![1, 0; 0, -1] ω v
    ∃ x y, (L x).re < (L x₀).re ∧ (L x₀).re < (L y).re := by
  intro L x₀
  have hE : (!![(ε : ℂ), 0; 0, (ε : ℂ)]).IsHermitian := by
    ext i j
    fin_cases i <;> fin_cases j <;> simp
  have hS : (!![(1 : ℂ), 0; 0, -1]).IsHermitian := by
    ext i j
    fin_cases i <;> fin_cases j <;> simp
  have hP : pencil !![(ε : ℂ), 0; 0, (ε : ℂ)] !![1, 0; 0, -1] ω
      = !![(ε : ℂ) - ω, 0; 0, (ε : ℂ) + ω] := by
    ext i j
    fin_cases i <;> fin_cases j <;> simp [pencil]
  have h1 : (ε : ℂ) - ω ≠ 0 := by exact_mod_cast (sub_neg.mpr hω).ne
  have h2 : (ε : ℂ) + ω ≠ 0 := by exact_mod_cast (add_pos hε (hε.trans hω)).ne'
  have hM : IsUnit (pencil !![(ε : ℂ), 0; 0, (ε : ℂ)] !![1, 0; 0, -1] ω).det := by
    rw [hP, Matrix.det_fin_two_of, mul_zero, sub_zero]
    exact isUnit_iff_ne_zero.mpr (mul_ne_zero h1 h2)
  have hq := (quasienergy_variational_principle hE hS ω hM v).2.2
  -- the two unit vectors probe the two signs of the quadratic form
  have q1 : star (![1, 0] : Fin 2 → ℂ) ⬝ᵥ
      (!![(ε : ℂ) - ω, 0; 0, (ε : ℂ) + ω] *ᵥ ![1, 0]) = ((ε - ω : ℝ) : ℂ) := by
    simp [dotProduct, Matrix.mulVec, Fin.sum_univ_two]
  have q2 : star (![0, 1] : Fin 2 → ℂ) ⬝ᵥ
      (!![(ε : ℂ) - ω, 0; 0, (ε : ℂ) + ω] *ᵥ ![0, 1]) = ((ε + ω : ℝ) : ℂ) := by
    simp [dotProduct, Matrix.mulVec, Fin.sum_univ_two]
  have e1 := congrArg Complex.re (hq ![1, 0])
  have e2 := congrArg Complex.re (hq ![0, 1])
  rw [hP, q1, Complex.sub_re, Complex.ofReal_re] at e1
  rw [hP, q2, Complex.sub_re, Complex.ofReal_re] at e2
  refine ⟨x₀ + ![1, 0], x₀ + ![0, 1], ?_, ?_⟩
  · dsimp only [L, x₀]
    linarith
  · dsimp only [L, x₀]
    linarith

end

end QuasienergyLagrangian
```

```lean
#print axioms QuasienergyLagrangian.lagrangian_im
-- 'QuasienergyLagrangian.lagrangian_im' depends on axioms: [propext, Classical.choice, Quot.sound]
#print axioms QuasienergyLagrangian.no_stationary_at_resonance
-- 'QuasienergyLagrangian.no_stationary_at_resonance' depends on axioms: [propext, Classical.choice, Quot.sound]
#print axioms QuasienergyLagrangian.response_minimizes_iff
-- 'QuasienergyLagrangian.response_minimizes_iff' depends on axioms: [propext, Classical.choice, Quot.sound]
#print axioms QuasienergyLagrangian.two_level_saddle
-- 'QuasienergyLagrangian.two_level_saddle' depends on axioms: [propext, Classical.choice, Quot.sound]
```

## From the expansion to the theorems

`pencil_isHermitian` and `hermitian_move` supply the exchange ⟨x,Md⟩ = ⟨Mx,d⟩. In `lagrangian_add`, `simp only` expands the products and `linear_combination h` inserts that exchange.

`isStationary_iff` rewrites L(x + td) as a polynomial in t and differentiates it. The main theorem first proves `h0`, that x₀ has zero residual, then obtains uniqueness by multiplying the response equation by M⁻¹. The value and the quadratic error follow from `h0`.

`response_minimizes_iff` applies the error formula with d = x − x₀. `no_stationary_at_resonance` projects the response equation on u, and `two_level_saddle` evaluates the quadratic form on the two unit vectors.

## Two derivatives of the same function

`HasDerivAt f f' 0` says that f is differentiable at 0 with derivative f'. Along d = g, `key` gives the derivative ⟨g,g⟩ + ⟨g,g⟩, while stationarity gives 0. Mathlib's `HasDerivAt.unique` equates them, and `dotProduct_star_self_eq_zero` then yields g = 0. The step t is real because L contains x* and is not, in general, complex differentiable.
